# The integral of r·exp(−cr) beyond a radius s

For real c > 0 and s ≥ 0, `tail_integral` states that the integral of r·exp(−cr) over r > s is (s/c + 1/c²)·exp(−cs). Up to a factor 4π, this is the electrostatic potential, in Gaussian units, which the part of an unnormalised spherical charge density exp(−cr) outside radius s produces at that radius; for total charge one, the potential is (c/2)(1 + cs)·exp(−cs). The proof finds the integral from 0 to s by means of an antiderivative, and takes the integral over all r > 0, which is 1/c², from `radial_moment`. It then splits the half-line at s and subtracts.

Lean 4 with Mathlib refuses this proof:

```lean
import Mathlib

open MeasureTheory Set Real

namespace DipoleExchange1s2p

noncomputable section

/-- The radial moments of an exponential are finite and equal `n! / c ^ (n + 1)`. -/
theorem radial_moment (n : ℕ) {c : ℝ} (hc : 0 < c) :
    Integrable (fun r : ℝ => r ^ n * exp (-(c * r))) (volume.restrict (Ioi 0)) ∧
    ∫ r in Ioi (0 : ℝ), r ^ n * exp (-(c * r)) = n.factorial / c ^ (n + 1) := by
  have hm : ∫ r in Ioi (0 : ℝ), r ^ n * exp (-(c * r)) = n.factorial / c ^ (n + 1) := by
    have h := Real.integral_rpow_mul_exp_neg_mul_Ioi (a := (n : ℝ) + 1) (r := c)
      (by positivity) hc
    have e : (1 / c) ^ ((n : ℝ) + 1) = (1 / c) ^ (n + 1) := by
      exact_mod_cast Real.rpow_natCast (1 / c) (n + 1)
    rw [Real.Gamma_nat_eq_factorial, e] at h
    simp only [add_sub_cancel_right, Real.rpow_natCast] at h
    rw [h, one_div, inv_pow, div_eq_inv_mul]
  refine ⟨?_, hm⟩
  -- a non-integrable function would have integral zero
  by_contra h
  rw [integral_undef h] at hm
  have : 0 < (n.factorial : ℝ) / c ^ (n + 1) := by positivity
  linarith

/-- Closed form of the integral of `r * exp (-c r)` over radii beyond `s`. -/
theorem tail_integral {c s : ℝ} (hc : 0 < c) (hs : 0 ≤ s) :
    ∫ r in Ioi s, r * exp (-(c * r)) = (s / c + 1 / c ^ 2) * exp (-(c * s)) := by
  have hc0 : c ≠ 0 := hc.ne'
  have hd : ∀ r ∈ uIcc 0 s, HasDerivAt (fun r : ℝ => -(1 / c * r + 1 / c ^ 2) * exp (-(c * r)))
      (r * exp (-(c * r))) r := by
    intro r _
    have he := ((hasDerivAt_id' r).const_mul c).fun_neg.exp
    have hp := (((hasDerivAt_id' r).const_mul (1 / c)).fun_add
      (hasDerivAt_const r (1 / c ^ 2))).fun_neg
    refine (hp.fun_mul he).congr_deriv ?_
    field_simp <;> ring
  have hi := intervalIntegral.integral_eq_sub_of_hasDerivAt hd
    (Continuous.intervalIntegrable (by fun_prop) _ _)
  rw [intervalIntegral.integral_of_le hs] at hi
  simp only [mul_zero, neg_zero, Real.exp_zero] at hi
  -- the tail is the full moment minus the part up to `s`
  obtain ⟨m, hm⟩ := radial_moment 1 hc
  simp only [pow_one, Nat.factorial_one, Nat.cast_one] at m hm
  have hu := setIntegral_union (Ioc_disjoint_Ioi le_rfl) measurableSet_Ioi
    (IntegrableOn.mono_set m (Ioc_subset_Ioi_self (a := 0) (b := s)))
    (IntegrableOn.mono_set m (Ioi_subset_Ioi hs))
  rw [Ioc_union_Ioi_eq_Ioi hs, hm, hi] at hu
  linear_combination -hu

end

end DipoleExchange1s2p
```

The error:

```
Main.lean:48:29: error: Application type mismatch: The argument
  Ioc_subset_Ioi_self
has type
  Ioc s 0 ⊆ Ioi s
but is expected to have type
  Ioc ?m.402 s ⊆ Ioi 0
in the application
  IntegrableOn.mono_set m Ioc_subset_Ioi_self
```

Cause. To split the integral, `setIntegral_union` needs the integrand to be integrable on each piece. For the inner piece, `IntegrableOn.mono_set` derives this from integrability on `Ioi 0`, so it needs a proof that the interval from 0 to s, `Ioc 0 s`, lies in `Ioi 0`.

The lemma `Ioc_subset_Ioi_self` gives such an inclusion, but its argument names run against the order of the endpoints: `b` is the lower end and `a` the upper. With `(a := 0) (b := s)` it therefore states `Ioc s 0 ⊆ Ioi s`, as the message shows, where Lean expects an interval with upper end `s` inside `Ioi 0`. Exchanging the two values gives `Ioc 0 s ⊆ Ioi 0`, which fits.

The other change, from `field_simp <;> ring` to the two tactics on separate lines, is mere tidying: no message concerns that step.

The repair, with which the file compiles:

```diff
@@ -37,5 +37,6 @@
       (hasDerivAt_const r (1 / c ^ 2))).fun_neg
     refine (hp.fun_mul he).congr_deriv ?_
-    field_simp <;> ring
+    field_simp
+    ring
   have hi := intervalIntegral.integral_eq_sub_of_hasDerivAt hd
     (Continuous.intervalIntegrable (by fun_prop) _ _)
@@ -46,5 +47,5 @@
   simp only [pow_one, Nat.factorial_one, Nat.cast_one] at m hm
   have hu := setIntegral_union (Ioc_disjoint_Ioi le_rfl) measurableSet_Ioi
-    (IntegrableOn.mono_set m (Ioc_subset_Ioi_self (a := 0) (b := s)))
+    (IntegrableOn.mono_set m (Ioc_subset_Ioi_self (a := s) (b := 0)))
     (IntegrableOn.mono_set m (Ioi_subset_Ioi hs))
   rw [Ioc_union_Ioi_eq_Ioi hs, hm, hi] at hu
```
